# Two traces bound the smallest level spacing of a Hermitian matrix

A: Let $H$ be a Hermitian $n\times n$ matrix with $n\ge 2$, and let any two of its eigenvalues, counted with multiplicity, differ by at least $\delta\ge 0$. Then

$$\delta^2\le\frac{12\,\bigl(n\,\mathrm{tr}\,H^2-(\mathrm{tr}\,H)^2\bigr)}{n^2(n^2-1)},$$

with equality exactly when the spectrum is an equally spaced ladder with step $\delta$.

Q: Before I look at any code, why should this be true?

A: Sort the levels as $E_0\le E_1\le\dots\le E_{n-1}$. Neighbours are at least $\delta$ apart, so adding up the gaps gives $E_j-E_i\ge(j-i)\delta\ge 0$ for $i\le j$. Squaring gives $(E_i-E_j)^2\ge(i-j)^2\delta^2$ for every pair. Now sum over all ordered pairs. Expanding the square on the left,

$$\sum_{i,j}(E_i-E_j)^2=2\Bigl(n\sum_iE_i^2-\bigl(\sum_iE_i\bigr)^2\Bigr).$$

The same identity with $E_i=i\delta$, together with $\sum_i i=n(n-1)/2$ and $\sum_i i^2=n(n-1)(2n-1)/6$, gives for the ladder

$$2\delta^2\Bigl(\frac{n^2(n-1)(2n-1)}{6}-\frac{n^2(n-1)^2}{4}\Bigr)=\frac{\delta^2n^2(n^2-1)}{6}.$$

Hence $\delta^2n^2(n^2-1)\le 12\bigl(n\sum_i E_i^2-(\sum_i E_i)^2\bigr)$. Diagonalising $H=UDU^\dagger$ gives $\mathrm{tr}\,H=\sum_i E_i$ and $\mathrm{tr}\,H^2=\mathrm{tr}\,D^2=\sum_i E_i^2$. Division by $n^2(n^2-1)>0$ finishes the inequality.

If the two sums are equal, every pair must give equality, because no term falls below its ladder counterpart. For $i\le j$ both differences are nonnegative, so equal squares mean $E_j-E_i=(j-i)\delta$: a ladder. Conversely, a ladder has exactly the pair sum computed above.

Q: Give me numbers.

A: Take three sites in a row with hopping 1 and zero on-site energy:

$$H=\begin{pmatrix}0&1&0\\1&0&1\\0&1&0\end{pmatrix},\qquad \mathrm{tr}\,H=0,\quad \mathrm{tr}\,H^2=4.$$

The bound is $12\cdot 12/72=2$, so $\delta\le\sqrt2$. The levels are $-\sqrt2,0,\sqrt2$, a ladder, and the bound is attained. Close the chain into a ring and $\mathrm{tr}\,H^2=6$, so the bound on $\delta^2$ becomes 3; but the levels are $2,-1,-1$ and the smallest spacing is zero. The traces give a ceiling, not an estimate.

Q: Now the formal version. What does "spacing" mean there?

```lean
import Mathlib

open Matrix

namespace SmallestLevelSpacing

/-- Levels with distinct indices are at least `δ` apart. -/
def IsSpaced {n : ℕ} (δ : ℝ) (E : Fin n → ℝ) : Prop :=
  ∀ i j, i ≠ j → δ ≤ |E i - E j|
```

A: `IsSpaced δ E` compares levels at distinct indices, not distinct values. A degenerate level occupies two indices and therefore forces $\delta\le 0$. The type `Fin n` numbers the levels from $0$ to $n-1$, as I did above.

Q: And $\delta$ is just some number below all the gaps, not the smallest gap itself?

A: Yes. The smallest gap is one admissible choice, and it gives the strongest inequality. The definition could instead have made $\delta$ the minimum of $|E_i-E_j|$ over $i\ne j$. Then $\delta\ge0$ would follow automatically, and equality would single out equally spaced spectra without naming a step. The price would be handling a minimum over a set that is empty for $n=1$. In the present version $\delta\ge0$ has to be assumed, since a negative $\delta$ satisfies `IsSpaced` trivially while its square can be large.

Q: Does the ladder depend on how the eigenvalues happen to be listed?

```lean
/-- In a suitable order the levels form an equally spaced ladder with step `δ`. -/
def IsLadder {n : ℕ} (δ : ℝ) (E : Fin n → ℝ) : Prop :=
  ∃ σ : Equiv.Perm (Fin n), ∀ i j : Fin n,
    E (σ i) - E (σ j) = (((i : ℕ) : ℝ) - ((j : ℕ) : ℝ)) * δ
```

A: No. `IsLadder` asks only for some permutation `σ` that puts the levels in ladder order. For $\delta=0$ it says that all levels coincide.

Q: Then the pair sum must also ignore the labelling.

A: It does. The first lemma expands the square and sums; the second reindexes both moments by the permutation.

```lean
/-- The squared level differences, summed over all ordered pairs, are fixed by the first
two moments of the levels. -/
theorem sum_sq_diff {n : ℕ} (x : Fin n → ℝ) :
    ∑ i, ∑ j, (x i - x j) ^ 2 = 2 * (n * ∑ i, x i ^ 2 - (∑ i, x i) ^ 2) := by
  have h : ∀ i j, (x i - x j) ^ 2 = x i ^ 2 - 2 * x i * x j + x j ^ 2 := by
    intro i j
    ring
  simp only [h, Finset.sum_add_distrib, Finset.sum_sub_distrib, ← Finset.mul_sum,
    ← Finset.sum_mul, Finset.sum_const, Finset.card_univ, Fintype.card_fin, nsmul_eq_mul]
  ring

/-- The sum of squared level differences does not depend on how the levels are labelled. -/
theorem sum_sq_diff_perm {n : ℕ} (E : Fin n → ℝ) (σ : Equiv.Perm (Fin n)) :
    ∑ i, ∑ j, (E (σ i) - E (σ j)) ^ 2 = 2 * (n * ∑ i, E i ^ 2 - (∑ i, E i) ^ 2) := by
  have a : ∑ i, E (σ i) ^ 2 = ∑ i, E i ^ 2 := Equiv.sum_comp σ (fun i => E i ^ 2)
  have b : ∑ i, E (σ i) = ∑ i, E i := Equiv.sum_comp σ E
  have h := sum_sq_diff (fun i => E (σ i))
  simp only [a, b] at h
  exact h
```

The ladder's value comes next. Two inductions prove the formulas for $\sum i$ and $\sum i^2$, and the first lemma is then applied to $i\delta$.

```lean
/-- The sum of squared level differences of an equally spaced ladder with step `δ`. -/
theorem ladder_sum (n : ℕ) (δ : ℝ) :
    ∑ i : Fin n, ∑ j : Fin n, ((((i : ℕ) : ℝ) - ((j : ℕ) : ℝ)) * δ) ^ 2
      = δ ^ 2 * ((n : ℝ) ^ 2 * ((n : ℝ) ^ 2 - 1)) / 6 := by
  have h1 : ∀ m : ℕ, ∑ k ∈ Finset.range m, (k : ℝ) = m * (m - 1) / 2 := by
    intro m
    induction m with
    | zero => simp
    | succ m ih => rw [Finset.sum_range_succ, ih]; push_cast; ring
  have h2 : ∀ m : ℕ, ∑ k ∈ Finset.range m, (k : ℝ) ^ 2 = m * (m - 1) * (2 * m - 1) / 6 := by
    intro m
    induction m with
    | zero => simp
    | succ m ih => rw [Finset.sum_range_succ, ih]; push_cast; ring
  have a : ∑ i : Fin n, ((i : ℕ) : ℝ) = n * (n - 1) / 2 :=
    (Fin.sum_univ_eq_sum_range (fun k : ℕ => (k : ℝ)) n).trans (h1 n)
  have b : ∑ i : Fin n, ((i : ℕ) : ℝ) ^ 2 = n * (n - 1) * (2 * n - 1) / 6 :=
    (Fin.sum_univ_eq_sum_range (fun k : ℕ => (k : ℝ) ^ 2) n).trans (h2 n)
  have h := sum_sq_diff (fun i : Fin n => ((i : ℕ) : ℝ) * δ)
  simp only [mul_pow, ← Finset.sum_mul, a, b] at h
  simp only [sub_mul]
  rw [h]
  ring
```

Q: Where do the gaps add up?

A: Here, by induction on the number of places $k$ between two levels. The step goes through the level `m` just below `j`: the induction hypothesis covers the stretch from `i` to `m`, and `IsSpaced` supplies the last gap. Ordering removes the absolute value.

```lean
/-- In an ordered spectrum gaps accumulate: levels `k` places apart differ by at least
`k δ`. -/
theorem gaps_accumulate {n : ℕ} {δ : ℝ} {E : Fin n → ℝ} (hE : Monotone E)
    (hgap : IsSpaced δ E) (k : ℕ) :
    ∀ i j : Fin n, (j : ℕ) = (i : ℕ) + k → (k : ℝ) * δ ≤ E j - E i := by
  induction k with
  | zero =>
    intro i j h
    have hij : j = i := Fin.ext (by omega)
    simp [hij]
  | succ k ih =>
    intro i j h
    have hj := j.isLt
    -- step through the level just below `j`
    obtain ⟨m, hm⟩ : ∃ m : Fin n, (m : ℕ) = (i : ℕ) + k := ⟨⟨i + k, by omega⟩, rfl⟩
    have h1 := ih i m hm
    have hmj : m ≤ j := Fin.le_def.mpr (by omega)
    have hne : j ≠ m := fun e => by
      have := congrArg Fin.val e
      omega
    have h2 := hgap j m hne
    rw [abs_of_nonneg (sub_nonneg.mpr (hE hmj))] at h2
    push_cast
    linarith
```

Q: So the comparison with the ladder is still to come, along with the equality case.

A: Both are in the next theorem, which concerns real numbers only. `Tuple.sort` supplies the ordering, `hord` holds the accumulated gaps, and `hpair` is the squared comparison. Summing it twice gives the inequality. For equality, `Finset.sum_eq_sum_iff_of_le` is used first on rows and then on entries, and `pow_left_inj₀` takes the square roots of nonnegative numbers.

```lean
/-- For real levels at least `δ ≥ 0` apart, `δ² n² (n² - 1)` is at most `12 (n ∑ Eᵢ² - (∑ Eᵢ)²)`,
with equality exactly when the levels form an equally spaced ladder with step `δ`. -/
theorem levels_bound {n : ℕ} {δ : ℝ} (hδ : 0 ≤ δ) {E : Fin n → ℝ} (hgap : IsSpaced δ E) :
    δ ^ 2 * ((n : ℝ) ^ 2 * ((n : ℝ) ^ 2 - 1)) ≤ 12 * (n * ∑ i, E i ^ 2 - (∑ i, E i) ^ 2) ∧
    (δ ^ 2 * ((n : ℝ) ^ 2 * ((n : ℝ) ^ 2 - 1)) = 12 * (n * ∑ i, E i ^ 2 - (∑ i, E i) ^ 2)
      ↔ IsLadder δ E) := by
  -- put the levels in increasing order
  obtain ⟨σ, hσ⟩ : ∃ σ : Equiv.Perm (Fin n), Monotone (fun i => E (σ i)) :=
    ⟨Tuple.sort E, Tuple.monotone_sort E⟩
  have hs : IsSpaced δ (fun i => E (σ i)) :=
    fun i j hij => hgap (σ i) (σ j) (σ.injective.ne hij)
  have hord : ∀ i j : Fin n, i ≤ j →
      0 ≤ (((j : ℕ) : ℝ) - ((i : ℕ) : ℝ)) * δ ∧
      (((j : ℕ) : ℝ) - ((i : ℕ) : ℝ)) * δ ≤ E (σ j) - E (σ i) := by
    intro i j hij
    have hv : (i : ℕ) ≤ (j : ℕ) := hij
    have h := gaps_accumulate hσ hs ((j : ℕ) - (i : ℕ)) i j (by omega)
    rw [Nat.cast_sub hv] at h
    have hc : ((i : ℕ) : ℝ) ≤ ((j : ℕ) : ℝ) := by exact_mod_cast hv
    exact ⟨mul_nonneg (sub_nonneg.mpr hc) hδ, h⟩
  -- every pair is at least as far apart as in the ladder
  have hpair : ∀ i j : Fin n,
      ((((i : ℕ) : ℝ) - ((j : ℕ) : ℝ)) * δ) ^ 2 ≤ (E (σ i) - E (σ j)) ^ 2 := by
    intro i j
    rcases le_total i j with hij | hij
    · obtain ⟨h0, h1⟩ := hord i j hij
      have := pow_le_pow_left₀ h0 h1 2
      linarith
    · obtain ⟨h0, h1⟩ := hord j i hij
      exact pow_le_pow_left₀ h0 h1 2
  have hrow := fun i : Fin n => Finset.sum_le_sum (fun j (_ : j ∈ Finset.univ) => hpair i j)
  have htot := Finset.sum_le_sum (fun i (_ : i ∈ (Finset.univ : Finset (Fin n))) => hrow i)
  have hL := ladder_sum n δ
  have hR := sum_sq_diff_perm E σ
  refine ⟨by linarith, fun heq => ⟨σ, ?_⟩, ?_⟩
  · -- equal sums force equality in every pair
    have hsum : ∑ i : Fin n, ∑ j : Fin n, ((((i : ℕ) : ℝ) - ((j : ℕ) : ℝ)) * δ) ^ 2
        = ∑ i, ∑ j, (E (σ i) - E (σ j)) ^ 2 := by linarith
    have h1 := (Finset.sum_eq_sum_iff_of_le (fun i _ => hrow i)).mp hsum
    have h2 := fun i j : Fin n => (Finset.sum_eq_sum_iff_of_le (fun j _ => hpair i j)).mp
      (h1 i (Finset.mem_univ i)) j (Finset.mem_univ j)
    intro i j
    rcases le_total i j with hij | hij
    · obtain ⟨h0, h3⟩ := hord i j hij
      have h4 := (pow_left_inj₀ h0 (h0.trans h3) two_ne_zero).mp (by linarith [h2 i j])
      linarith
    · obtain ⟨h0, h3⟩ := hord j i hij
      exact ((pow_left_inj₀ h0 (h0.trans h3) two_ne_zero).mp (h2 i j)).symm
  · rintro ⟨τ, hτ⟩
    have h := sum_sq_diff_perm E τ
    simp only [hτ] at h
    linarith
```

Q: My Hamiltonian is a matrix, not a list of levels. Are these the real traces?

A: They are the traces of the matrices `H` and `H * H`. Mathlib already has $\mathrm{tr}\,H=\sum_i E_i$. For the square, the proof shows $HU=UD$ column by column from the eigenvector equation, deduces $H^2=UD^2U^\dagger$, and uses cyclicity of the trace.

```lean
/-- The trace of the square of a Hermitian matrix is the sum of its squared eigenvalues. -/
theorem trace_sq {n : ℕ} {H : Matrix (Fin n) (Fin n) ℂ} (hH : H.IsHermitian) :
    (H * H).trace = ((∑ i, hH.eigenvalues i ^ 2 : ℝ) : ℂ) := by
  obtain ⟨D, hD⟩ : ∃ D : Matrix (Fin n) (Fin n) ℂ,
    D = diagonal (fun i => (hH.eigenvalues i : ℂ)) := ⟨_, rfl⟩
  obtain ⟨U, hUdef⟩ : ∃ U : Matrix (Fin n) (Fin n) ℂ,
    U = (hH.eigenvectorUnitary : Matrix (Fin n) (Fin n) ℂ) := ⟨_, rfl⟩
  have hU : U * star U = 1 := by
    rw [hUdef]
    exact mem_unitaryGroup_iff.mp hH.eigenvectorUnitary.2
  have hU' : star U * U = 1 := mul_eq_one_comm.mp hU
  -- the columns of `U` are eigenvectors
  have hHU : H * U = U * D := by
    ext i j
    have h := congrFun (hH.mulVec_eigenvectorBasis j) i
    simp only [Matrix.mulVec, dotProduct, Pi.smul_apply, Complex.real_smul] at h
    rw [hD, Matrix.mul_diagonal, Matrix.mul_apply, mul_comm, hUdef]
    exact h
  have hconj : H * H * (U * star U) = U * (D * D) * star U := by
    have h : H * H * (U * star U) = H * (H * U) * star U := by simp only [mul_assoc]
    rw [h, hHU, ← mul_assoc H U D, hHU]
    simp only [mul_assoc]
  rw [hU, mul_one] at hconj
  rw [hconj, Matrix.trace_mul_comm, ← mul_assoc, hU', one_mul, hD,
    Matrix.diagonal_mul_diagonal, Matrix.trace_diagonal]
  push_cast
  exact Finset.sum_congr rfl (fun i _ => (sq _).symm)
```

The main theorem takes real parts, `.re`, because Lean types the trace of a complex matrix as a complex number. Nothing is lost, since both traces are real. Its hypotheses are `2 ≤ n`, Hermiticity, `0 ≤ δ` and `IsSpaced` for `hH.eigenvalues`; its conclusion is the inequality together with the equality criterion. The proof rewrites the traces as moments and clears the positive denominator.

```lean
/-- If the eigenvalues of a Hermitian matrix of size `n ≥ 2`, counted with multiplicity, are at
least `δ ≥ 0` apart, then two traces bound `δ ^ 2` from above, with equality exactly when the
spectrum is an equally spaced ladder with step `δ`. -/
theorem spacing_sq_le_traces {n : ℕ} (hn : 2 ≤ n) {H : Matrix (Fin n) (Fin n) ℂ}
    (hH : H.IsHermitian) {δ : ℝ} (hδ : 0 ≤ δ) (hgap : IsSpaced δ hH.eigenvalues) :
    δ ^ 2 ≤ 12 * (n * (H * H).trace.re - H.trace.re ^ 2) / ((n : ℝ) ^ 2 * ((n : ℝ) ^ 2 - 1)) ∧
    (δ ^ 2 = 12 * (n * (H * H).trace.re - H.trace.re ^ 2) / ((n : ℝ) ^ 2 * ((n : ℝ) ^ 2 - 1))
      ↔ IsLadder δ hH.eigenvalues) := by
  have h2 : (2 : ℝ) ≤ n := by exact_mod_cast hn
  have hpos : 0 < (n : ℝ) ^ 2 * ((n : ℝ) ^ 2 - 1) :=
    mul_pos (pow_pos (by linarith) 2) (by nlinarith)
  have htr : H.trace = ((∑ i, hH.eigenvalues i : ℝ) : ℂ) := by
    rw [Complex.ofReal_sum]
    exact hH.trace_eq_sum_eigenvalues
  rw [trace_sq hH, htr, Complex.ofReal_re, Complex.ofReal_re, le_div_iff₀ hpos,
    eq_div_iff hpos.ne']
  exact levels_bound hδ hgap

end SmallestLevelSpacing
```

```lean
#print axioms SmallestLevelSpacing.spacing_sq_le_traces
```

```
'SmallestLevelSpacing.spacing_sq_le_traces' depends on axioms: [propext, Classical.choice, Quot.sound]
```

Q: Is this level repulsion, then?

A: No. There is no random ensemble here and no spacing distribution, and nothing pushes levels apart; the theorem limits from above how far apart they can all be. For a finite Hamiltonian matrix written in an orthonormal basis, it caps the smallest spacing in the whole spectrum without diagonalisation, since $\mathrm{tr}\,H^2=\sum_{i,j}|H_{ij}|^2$ can be read off the entries. For $n=2$ the only gap is the smallest one, but for $n\ge3$ a particular gap, such as the one between the highest occupied and lowest unoccupied orbital, can exceed the cap. The theorem does not treat operators on infinite-dimensional spaces.
